# Positive point charges have one zero-curvature range-separation parameter when the fixed competing curvature lies between zero and their Coulomb sum

Before a range-separated hybrid functional is used for orbital energies, its range-separation parameter w can be tuned to the system: w is varied until the energy, as a function of a fractional electron number, has no curvature. Such a search needs a root to exist, and its answer is unambiguous only if there is one root. For a finite set of point charges and a competing curvature that does not depend on w, both questions have a complete answer.

Take a single spin orbital with occupation f between 0 and 1, and represent its density by weights nᵢ > 0 at distinct points, with distances rᵢⱼ. In atomic units its Hartree self-repulsion, without the on-site terms, is

½ f² Σ nᵢ nⱼ / rᵢⱼ, summed over ordered pairs i ≠ j.

Exact exchange restricted to the long-range interaction erf(w r)/r removes the same sum with erf(w rᵢⱼ)/rᵢⱼ in place of 1/rᵢⱼ. Since erfc = 1 − erf, what remains is ½ f² S(w), where

S(w) = Σ nᵢ nⱼ erfc(w rᵢⱼ) / rᵢⱼ, summed over ordered pairs i ≠ j.

Its second derivative in f is S(w). Contributions that bend the energy the other way, such as semilocal exchange and orbital relaxation, are represented by a single number −K. The total curvature is S(w) − K, and tuning means solving S(w) = K with w > 0. In a real functional K would in general vary with both w and f; here it is held fixed. The Lean development takes S and K as its starting point.

```lean
import Mathlib

open Filter Topology

namespace RangeSeparationTuning

noncomputable section
```

## The complementary error function decreases to zero

The screening function is one minus a normalised Gaussian integral:

erfc(x) = 1 − (2/√π) ∫₀ˣ exp(−t²) dt.

```lean
/-- The complementary error function: one minus the normalised Gaussian integral
from `0` to `x`. -/
def erfc (x : ℝ) : ℝ :=
  1 - 2 / Real.sqrt Real.pi * ∫ t in (0 : ℝ)..x, Real.exp (-t ^ 2)
```

By the fundamental theorem of calculus, the derivative of the integral with respect to its upper limit is the integrand at x. Hence

erfc′(x) = −(2/√π) exp(−x²).

```lean
/-- The slope of the complementary error function is a negative Gaussian. -/
theorem hasDerivAt_erfc (x : ℝ) :
    HasDerivAt erfc (-(2 / Real.sqrt Real.pi * Real.exp (-x ^ 2))) x := by
  have hc : Continuous fun t : ℝ => Real.exp (-t ^ 2) := by fun_prop
  have h := (hc.integral_hasStrictDerivAt 0 x).hasDerivAt
  exact (h.const_mul (2 / Real.sqrt Real.pi)).const_sub 1
```

In the proof, `integral_hasStrictDerivAt` is the fundamental theorem; the last line multiplies by 2/√π and subtracts from 1.

The exponential is positive, so the derivative is negative at every real x, and erfc is strictly decreasing on the whole real line.

```lean
/-- The complementary error function is strictly decreasing. -/
theorem erfc_strictAnti : StrictAnti erfc := by
  apply strictAnti_of_deriv_neg
  intro x
  rw [(hasDerivAt_erfc x).deriv]
  have h : 0 < 2 / Real.sqrt Real.pi * Real.exp (-x ^ 2) := by positivity
  linarith
```

For the limit at large x, the half-line Gaussian integral is

∫₀^∞ exp(−t²) dt = √π/2.

Therefore erfc(x) → 1 − (2/√π)(√π/2) = 0.

```lean
/-- The complementary error function tends to zero at large argument. -/
theorem tendsto_erfc_atTop : Tendsto erfc atTop (𝓝 0) := by
  have hi : MeasureTheory.IntegrableOn (fun t : ℝ => Real.exp (-t ^ 2)) (Set.Ioi 0) := by
    have h := (integrable_exp_neg_mul_sq (b := 1) one_pos).integrableOn (s := Set.Ioi 0)
    simpa only [neg_mul, one_mul] using h
  -- the half-line Gaussian integral fixes the normalisation
  have hv : ∫ t in Set.Ioi (0 : ℝ), Real.exp (-t ^ 2) = Real.sqrt Real.pi / 2 := by
    simpa only [neg_mul, one_mul, div_one] using integral_gaussian_Ioi 1
  have h := MeasureTheory.intervalIntegral_tendsto_integral_Ioi 0 hi tendsto_id
  rw [hv] at h
  have h2 := (h.const_mul (2 / Real.sqrt Real.pi)).const_sub 1
  have hp : Real.sqrt Real.pi ≠ 0 := by positivity
  have e : 2 / Real.sqrt Real.pi * (Real.sqrt Real.pi / 2) = 1 := by field_simp
  rw [e, sub_self] at h2
  exact h2
```

Here `hi` states that the Gaussian is integrable on the half-line, and `hv` gives the value of its integral. Integrability lets the integral from 0 to x converge to the half-line integral, and the prefactor then turns the limit into 1 − 1.

## The short-range repulsion between sites

The sum S(w) is now written for a finite set of sites.

```lean
variable {ι : Type*} [Fintype ι]

/-- The short-range repulsion `S(w)`: the sum of `n_i n_j erfc(w r_ij) / r_ij` over ordered
pairs of different sites, for sites at pairwise distinct positions `R i`. -/
def screenedRepulsion (n : ι → ℝ) (R : ι → EuclideanSpace ℝ (Fin 3)) (w : ℝ) : ℝ :=
  ∑ p ∈ (Finset.univ : Finset ι).offDiag,
    n p.1 * n p.2 * (erfc (w * dist (R p.1) (R p.2)) / dist (R p.1) (R p.2))
```

The type `ι` labels the sites, `n` gives the weights and `R` the positions in three-dimensional Euclidean space, so that `dist (R p.1) (R p.2)` is rᵢⱼ. The set `offDiag` contains the ordered pairs of different labels: each physical pair is counted twice, and no site interacts with itself. The definition accepts any real weights and any positions. The theorems add `hn`, which makes all weights positive, `hR`, which makes the positions distinct, and `[Nontrivial ι]`, which provides at least two sites, where their proofs use them.

A parameter w is tuned for K when

w > 0 and S(w) = K.

```lean
/-- The range-separation parameter `w` is tuned when it is positive and the short-range
repulsion equals the competing curvature `K`. -/
def IsTuned (n : ι → ℝ) (R : ι → EuclideanSpace ℝ (Fin 3)) (K w : ℝ) : Prop :=
  0 < w ∧ screenedRepulsion n R w = K
```

At w = 0 there is no screening. Since erfc(0) = 1, each term becomes nᵢ nⱼ / rᵢⱼ, and S(0) is the full Coulomb sum over ordered pairs.

```lean
/-- For sites at distinct positions, the short-range repulsion at `w = 0` is the full sum of the
Coulomb pair energies `V i j`, which satisfy `V_ij r_ij = n_i n_j` for `i ≠ j`. -/
theorem screenedRepulsion_zero {n : ι → ℝ} {R : ι → EuclideanSpace ℝ (Fin 3)}
    (hR : Function.Injective R) {V : ι → ι → ℝ}
    (hV : ∀ i j, i ≠ j → V i j * dist (R i) (R j) = n i * n j) :
    screenedRepulsion n R 0 = ∑ p ∈ (Finset.univ : Finset ι).offDiag, V p.1 p.2 := by
  have h0 : erfc 0 = 1 := by simp [erfc]
  unfold screenedRepulsion
  refine Finset.sum_congr rfl fun p hp => ?_
  have hne : p.1 ≠ p.2 := (Finset.mem_offDiag.mp hp).2.2
  have hd : dist (R p.1) (R p.2) ≠ 0 := (dist_pos.mpr (hR.ne hne)).ne'
  rw [zero_mul, h0, mul_one_div, ← hV _ _ hne, mul_div_cancel_right₀ _ hd]
```

The theorem describes the Coulomb pair energies Vᵢⱼ by the relation Vᵢⱼ rᵢⱼ = nᵢ nⱼ for i ≠ j. Distinct positions give rᵢⱼ ≠ 0, so the relation fixes Vᵢⱼ and the distance cancels.

Now let a < b. For every pair, rᵢⱼ > 0 gives a rᵢⱼ < b rᵢⱼ, and therefore

erfc(b rᵢⱼ) < erfc(a rᵢⱼ).

Dividing by rᵢⱼ and multiplying by nᵢ nⱼ > 0 preserves the inequality. Adding the terms gives S(b) < S(a), because there is at least one pair.

```lean
/-- For at least two distinct sites with positive weights, the short-range repulsion
strictly decreases as the range-separation parameter grows. -/
theorem screenedRepulsion_strictAnti [Nontrivial ι] {n : ι → ℝ}
    {R : ι → EuclideanSpace ℝ (Fin 3)} (hn : ∀ i, 0 < n i) (hR : Function.Injective R) :
    StrictAnti (screenedRepulsion n R) := by
  intro a b hab
  unfold screenedRepulsion
  apply Finset.sum_lt_sum_of_nonempty
  · obtain ⟨i, j, hij⟩ := exists_pair_ne ι
    exact ⟨(i, j), by simp [hij]⟩
  · intro p hp
    have hd : 0 < dist (R p.1) (R p.2) :=
      dist_pos.mpr (hR.ne (Finset.mem_offDiag.mp hp).2.2)
    have he := erfc_strictAnti (mul_lt_mul_of_pos_right hab hd)
    exact mul_lt_mul_of_pos_left (div_lt_div_of_pos_right he hd) (mul_pos (hn _) (hn _))
```

The lemma `Finset.sum_lt_sum_of_nonempty` asks for exactly these two things: a pair, supplied by `exists_pair_ne`, and a strict inequality for every term.

As w → ∞, each argument w rᵢⱼ also tends to infinity, so each term tends to zero. A finite sum of such terms has the limit

S(w) → 0.

```lean
/-- For sites at distinct positions, the short-range repulsion vanishes in the limit of
large range-separation parameter. -/
theorem tendsto_screenedRepulsion (n : ι → ℝ) {R : ι → EuclideanSpace ℝ (Fin 3)}
    (hR : Function.Injective R) : Tendsto (screenedRepulsion n R) atTop (𝓝 0) := by
  have h : Tendsto (screenedRepulsion n R) atTop
      (𝓝 (∑ _p ∈ (Finset.univ : Finset ι).offDiag, (0 : ℝ))) := by
    unfold screenedRepulsion
    apply tendsto_finsetSum
    intro p hp
    have hd : 0 < dist (R p.1) (R p.2) :=
      dist_pos.mpr (hR.ne (Finset.mem_offDiag.mp hp).2.2)
    have ht := tendsto_erfc_atTop.comp (tendsto_id.atTop_mul_const hd)
    have h2 := (ht.div_const (dist (R p.1) (R p.2))).const_mul (n p.1 * n p.2)
    rw [zero_div, mul_zero] at h2
    exact h2
  rw [Finset.sum_const_zero] at h
  exact h
```

The theorem assumes distinct positions, so that no term divides by zero, and puts no condition on the signs of the weights. (Lean sets x/0 = 0, so a coincident pair would contribute zero and would not change the limit.)

## The values of K that can be tuned

Suppose first that w is tuned for K. A strictly decreasing function with limit zero is positive: 0 ≤ S(w + 1) < S(w) = K. Since w > 0, also K = S(w) < S(0). Thus 0 < K < S(0).

Conversely, suppose 0 < K < S(0). Because S tends to zero, there is some b > 0 with S(b) < K. The function S is continuous, so the intermediate value theorem gives a w in [0, b] with S(w) = K. This w is not 0, because S(0) ≠ K. A strictly decreasing function takes each value at most once, so w is the only solution.

```lean
/-- For at least two distinct sites with positive weights, exactly one tuned
range-separation parameter exists if and only if `0 < K < S(0)`. -/
theorem existsUnique_tuned_iff [Nontrivial ι] {n : ι → ℝ}
    {R : ι → EuclideanSpace ℝ (Fin 3)} (hn : ∀ i, 0 < n i) (hR : Function.Injective R)
    (K : ℝ) : (∃! w, IsTuned n R K w) ↔ 0 < K ∧ K < screenedRepulsion n R 0 := by
  have hanti := screenedRepulsion_strictAnti hn hR
  have hlim := tendsto_screenedRepulsion n hR
  constructor
  · rintro ⟨w, ⟨hw, hwK⟩, -⟩
    -- a strictly decreasing function with limit zero is positive
    have h1 := hanti.antitone.le_of_tendsto hlim (w + 1)
    have h2 := hanti (lt_add_one w)
    have h3 := hanti hw
    constructor <;> linarith
  · rintro ⟨hK, hK0⟩
    have hc : Continuous erfc :=
      continuous_iff_continuousAt.mpr fun x => (hasDerivAt_erfc x).continuousAt
    have hcont : Continuous (screenedRepulsion n R) := by
      unfold screenedRepulsion
      fun_prop
    -- the repulsion falls below `K` somewhere, so it crosses `K` before
    obtain ⟨b, hb, hb0⟩ :=
      ((hlim.eventually_lt_const hK).and (eventually_gt_atTop (0 : ℝ))).exists
    obtain ⟨w, hw, hwK⟩ :=
      intermediate_value_Icc' hb0.le hcont.continuousOn ⟨hb.le, hK0.le⟩
    have hw0 : 0 < w := by
      refine lt_of_le_of_ne hw.1 ?_
      rintro rfl
      exact hK0.ne hwK.symm
    exact ⟨w, ⟨hw0, hwK⟩, fun v hv => hanti.injective (hv.2.trans hwK.symm)⟩
```

The statement reads: there is exactly one w (`∃!`) that is tuned for K if and only if K lies strictly between 0 and S(0). In the first half of the proof, `le_of_tendsto` supplies 0 ≤ S(w + 1). In the second, `intermediate_value_Icc'` is the intermediate value theorem for a function that goes down across the interval, and `hanti.injective` gives uniqueness. For this finite model with fixed K, a bisection started from 0 and such a b therefore has a single root to approach.

The signs of the weights matter. As a purely mathematical test, since an orbital density is never negative, put weights 1 and −1 at distance 1. Then S(w) = −2 erfc(w), which increases from −2 at w = 0 towards 0. For K = −2 erfc(1) the parameter w = 1 is tuned, and it is the only one, although K is negative. The equivalence thus fails if the weights are merely required to be nonzero.

## Dilating the positions

Multiply all positions by L > 0. Every distance becomes L rᵢⱼ, and with the parameter w/L the argument of erfc is unchanged:

(w/L)(L rᵢⱼ) = w rᵢⱼ.

Only the denominator changes, so each term is divided by L. Writing S_L for the repulsion of the dilated sites,

S_L(w/L) = S(w)/L.

```lean
/-- Dilating all positions by `L > 0` and dividing the range-separation parameter by `L`
divides the short-range repulsion by `L`. -/
theorem screenedRepulsion_dilate (n : ι → ℝ) (R : ι → EuclideanSpace ℝ (Fin 3))
    {L : ℝ} (hL : 0 < L) (w : ℝ) :
    screenedRepulsion n (fun i => L • R i) (w / L) = screenedRepulsion n R w / L := by
  simp only [screenedRepulsion, Finset.sum_div]
  refine Finset.sum_congr rfl fun p _ => ?_
  rw [dist_smul₀, Real.norm_of_nonneg hL.le]
  have h : w / L * (L * dist (R p.1) (R p.2)) = w * dist (R p.1) (R p.2) := by
    field_simp
  rw [h]
  ring
```

In Lean the dilated positions are `fun i => L • R i`, and `dist_smul₀` takes the factor L out of each distance.

If w is tuned for K, then w/L > 0 and S_L(w/L) = K/L, so w/L is tuned for K/L. The dilated sites are still distinct, so S_L is strictly decreasing and no other parameter is tuned for K/L.

```lean
/-- For at least two distinct sites with positive weights, let `w` be tuned for `K`. After
dilation by `L > 0`, the one parameter tuned for `K / L` is `w / L`. -/
theorem tuned_dilate_iff [Nontrivial ι] {n : ι → ℝ}
    {R : ι → EuclideanSpace ℝ (Fin 3)} (hn : ∀ i, 0 < n i) (hR : Function.Injective R)
    {K L w : ℝ} (hL : 0 < L) (hw : IsTuned n R K w) (v : ℝ) :
    IsTuned n (fun i => L • R i) (K / L) v ↔ v = w / L := by
  have hinj : Function.Injective fun i => L • R i :=
    fun i j h => hR (smul_right_injective _ hL.ne' h)
  have ht : IsTuned n (fun i => L • R i) (K / L) (w / L) :=
    ⟨div_pos hw.1 hL, by rw [screenedRepulsion_dilate n R hL, hw.2]⟩
  constructor
  · intro hv
    exact (screenedRepulsion_strictAnti hn hinj).injective (hv.2.trans ht.2.symm)
  · rintro rfl
    exact ht
```

The theorem puts this as an equivalence for an arbitrary v: it is tuned for the dilated sites and K/L exactly when v = w/L. That the competing curvature changes to K/L, as a Coulomb energy would, is an assumption about the physics that K stands for, and is not derived from a functional.

A pair of sites shows the numbers. Let both weights be 1/2 and the distance 2 bohr. The two ordered pairs give

S(w) = 2 · (1/4) · erfc(2w)/2 = erfc(2w)/4,

so S(0) = 0.25 hartree. Choose K = 0.125 hartree, half of this. The condition becomes erfc(2w) = 1/2. The series

erf(x) = (2/√π)(x − x³/3 + x⁵/10 − x⁷/42 + …)

gives, at x = 0.477,

1.1284 · (0.4770 − 0.0362 + 0.0025 − 0.0001) ≈ 0.500.

Hence 2w ≈ 0.477 and w ≈ 0.238 bohr⁻¹. Now double the distance to 4 bohr and halve K to 0.0625 hartree. The repulsion is erfc(4v)/8 at parameter v, the condition is again erfc(4v) = 1/2, and v ≈ 0.119 bohr⁻¹, half the former value.

## A larger competing curvature

Return to fixed positions, and let w be tuned for K and w′ for K′, with K < K′. If w ≤ w′ held, the decrease of S would give

K′ = S(w′) ≤ S(w) = K,

which contradicts K < K′. Hence w′ < w: the stronger competing curvature is balanced by leaving more of the short-range repulsion in place.

```lean
/-- For at least two distinct sites with positive weights, a larger competing curvature
requires a smaller tuned range-separation parameter. -/
theorem tuned_lt_of_lt [Nontrivial ι] {n : ι → ℝ}
    {R : ι → EuclideanSpace ℝ (Fin 3)} (hn : ∀ i, 0 < n i) (hR : Function.Injective R)
    {K K' w w' : ℝ} (hK : K < K') (hw : IsTuned n R K w) (hw' : IsTuned n R K' w') :
    w' < w := by
  by_contra hcon
  have h := (screenedRepulsion_strictAnti hn hR).antitone (not_lt.mp hcon)
  rw [hw.2, hw'.2] at h
  linarith

end

end RangeSeparationTuning
```

The proof follows the same contradiction: `not_lt.mp hcon` is the assumption w ≤ w′, and the two tuning conditions replace the values of S by K and K′.

```lean
#print axioms RangeSeparationTuning.screenedRepulsion_zero
#print axioms RangeSeparationTuning.existsUnique_tuned_iff
#print axioms RangeSeparationTuning.tuned_dilate_iff
#print axioms RangeSeparationTuning.tuned_lt_of_lt
```

```
'RangeSeparationTuning.screenedRepulsion_zero' depends on axioms: [propext, Classical.choice, Quot.sound]
'RangeSeparationTuning.existsUnique_tuned_iff' depends on axioms: [propext, Classical.choice, Quot.sound]
'RangeSeparationTuning.tuned_dilate_iff' depends on axioms: [propext, Classical.choice, Quot.sound]
'RangeSeparationTuning.tuned_lt_of_lt' depends on axioms: [propext, Classical.choice, Quot.sound]
```
